# With disjoint orbitals and fixed positive coupling, the on-top sum of the two-configuration ground state vanishes as the configuration energies become equal

Let $a$ and $b$ be real unit vectors on a finite grid with disjoint supports, let $g=(a+b)/\sqrt2$ and $u=(a-b)/\sqrt2$, and let $K>0$. Every ground state of

$$H=\begin{pmatrix}-\Delta & K\\ K & \Delta\end{pmatrix}$$

in the basis $gg$, $uu$ has the on-top sum

$$\sum_i \Psi(i,i)^2=\Bigl(1-\frac{K}{\sqrt{K^2+\Delta^2}}\Bigr)S,\qquad S=\frac14\sum_i\bigl(a_i^4+b_i^4\bigr).$$

At fixed $K$, $a$ and $b$ this tends to 0 as $\Delta\to0$, whereas the single configuration $gg$ keeps the value $S>0$. The formula holds for either sign of $\Delta$.

This is a two-electron, two-configuration model of a stretched bond. In explicitly correlated (F12) methods, the short-range cusp term of a singlet pair scales with the reference pair function at coalescence; within this model, the reference $gg$ therefore calls for a correction that the ground state near $\Delta=0$ hardly needs.

In Lean 4 with Mathlib:

```lean
import Mathlib

open Filter Topology

namespace OnTopPairDensity

noncomputable section

variable {ι : Type*}
```

## Orbitals, pair function and on-top sum

The vectors $a$ and $b$ stand for orbitals on two separated atoms. They are functions `ι → ℝ`, where `ι` labels the grid points. The bonding orbital is their normalised sum.

```lean
/-- The bonding orbital `g = (a + b)/√2`. -/
def gerade (a b : ι → ℝ) (i : ι) : ℝ := (a i + b i) / √2
```

The antibonding orbital is their normalised difference.

```lean
/-- The antibonding orbital `u = (a - b)/√2`. -/
def ungerade (a b : ι → ℝ) (i : ι) : ℝ := (a i - b i) / √2
```

With coefficients $c_0$ and $c_1$, written `c 0` and `c 1`, the spatial two-electron function is

$$\Psi(i,j)=c_0\,g_ig_j+c_1\,u_iu_j .$$

It is symmetric in $i$ and $j$, so it belongs to a spin singlet. Spin itself is not represented.

```lean
/-- The two-electron spatial function `c₀ gg + c₁ uu` at the grid points `i`, `j`. -/
def pairState (a b : ι → ℝ) (c : Fin 2 → ℝ) (i j : ι) : ℝ :=
  c 0 * (gerade a b i * gerade a b j) + c 1 * (ungerade a b i * ungerade a b j)
```

The on-top sum adds $\Psi^2$ over coinciding positions. For a normalised $\Psi$ it is the probability of finding both electrons at the same grid point. The orbital values include the square root of the cell volume, so on a uniform grid one divides by that volume to approximate the integral of $|\Psi(\mathbf r,\mathbf r)|^2$.

```lean
/-- The on-top sum: the squared pair function summed over coinciding electron positions. -/
def onTop [Fintype ι] (Ψ : ι → ι → ℝ) : ℝ := ∑ i, Ψ i i ^ 2
```

## The Hamiltonian and its ground state

The mean of the two configuration energies has been subtracted, which leaves $\mp\Delta$ on the diagonal: $2\Delta$ is the energy of $uu$ minus that of $gg$. The coupling $K$ stands for the exchange integral between $g$ and $u$, which is the Coulomb self-repulsion of the charge distribution $gu$ and hence positive. Both are free parameters here and are not computed from $a$ and $b$.

```lean
/-- The configuration-interaction Hamiltonian in the basis `gg`, `uu`. -/
def ciMatrix (K Δ : ℝ) : Matrix (Fin 2) (Fin 2) ℝ := !![-Δ, K; K, Δ]
```

For a normalised coefficient vector $c$, the energy expectation value is $c^{\mathsf T}Hc$.

```lean
/-- The quadratic form `cᵀHc`, which is the energy expectation value when `c` is normalised. -/
def energy (K Δ : ℝ) (c : Fin 2 → ℝ) : ℝ := dotProduct c ((ciMatrix K Δ).mulVec c)
```

A ground state is defined variationally: `IsGround K Δ c` says that $c_0^2+c_1^2=1$ and that no normalised vector has a lower energy. The coefficients are thus derived from the Hamiltonian.

```lean
/-- A ground state is a normalised coefficient vector of least energy among all
normalised ones. -/
def IsGround (K Δ : ℝ) (c : Fin 2 → ℝ) : Prop :=
  c 0 ^ 2 + c 1 ^ 2 = 1 ∧
    ∀ d : Fin 2 → ℝ, d 0 ^ 2 + d 1 ^ 2 = 1 → energy K Δ c ≤ energy K Δ d
```

The candidate for the minimum is $(\cos\theta,-\sin\theta)$, with $\theta=\tfrac12\arccos(\Delta/R)$ and $R=\sqrt{K^2+\Delta^2}$.

```lean
/-- The mixing angle `θ`, half the arccosine of `Δ/√(K² + Δ²)`, for `K`, `Δ` not both zero. -/
def mixingAngle (K Δ : ℝ) : ℝ := Real.arccos (Δ / √(K ^ 2 + Δ ^ 2)) / 2
```

Since $K>0$, the root $R$ is positive, so one may divide by it.

```lean
lemma root_pos {K : ℝ} (hK : 0 < K) (Δ : ℝ) : 0 < √(K ^ 2 + Δ ^ 2) :=
  Real.sqrt_pos.2 (by positivity)
```

Its square is $R^2=K^2+\Delta^2$.

```lean
lemma root_sq (K Δ : ℝ) : √(K ^ 2 + Δ ^ 2) ^ 2 = K ^ 2 + Δ ^ 2 :=
  Real.sq_sqrt (by positivity)
```

Multiplying out the expectation value gives

$$E(c)=-\Delta\,(c_0^2-c_1^2)+K\,(2c_0c_1).$$

The proof expands the matrix product and leaves the rest to `ring`.

```lean
lemma energy_eq (K Δ : ℝ) (c : Fin 2 → ℝ) :
    energy K Δ c = -Δ * (c 0 ^ 2 - c 1 ^ 2) + K * (2 * c 0 * c 1) := by
  simp only [energy, ciMatrix, Matrix.mulVec, dotProduct, Fin.sum_univ_two, Matrix.of_apply,
    Matrix.cons_val_zero, Matrix.cons_val_one]
  ring
```

## Equal densities where the orbitals do not overlap

Products of orbitals carry two factors $1/\sqrt2$, which combine to $\tfrac12$.

```lean
lemma half_mul (p q : ℝ) : p / √2 * (q / √2) = p * q / 2 := by
  rw [div_mul_div_comm, Real.mul_self_sqrt (by norm_num)]
```

At each grid point

$$g_i^2=\frac{a_i^2+b_i^2}{2}+a_ib_i,\qquad u_i^2=\frac{a_i^2+b_i^2}{2}-a_ib_i .$$

Disjoint supports mean $a_ib_i=0$, so the two densities agree. The hypothesis `h` enters once with each sign, as in the formulas.

```lean
/-- Where `a` and `b` do not overlap, the bonding and antibonding orbitals have the same
density `(a² + b²)/2`. -/
theorem orbital_densities {a b : ι → ℝ} {i : ι} (h : a i * b i = 0) :
    gerade a b i * gerade a b i = (a i ^ 2 + b i ^ 2) / 2 ∧
      ungerade a b i * ungerade a b i = (a i ^ 2 + b i ^ 2) / 2 := by
  simp only [gerade, ungerade, half_mul]
  constructor
  · linear_combination h
  · linear_combination -h
```

Summing over the grid gives $\sum_i g_i^2=\sum_i u_i^2=\tfrac12(1+1)=1$. Moreover $g_iu_i=(a_i^2-b_i^2)/2$, so $\sum_i g_iu_i=\tfrac12(1-1)=0$. The orbitals are orthonormal, which justifies treating $gg$ and $uu$ as an orthonormal basis for $H$. The three goals in the proof are these three sums.

```lean
variable [Fintype ι]

/-- For normalised `a` and `b` with disjoint supports, the orbitals `g` and `u` are
orthonormal. -/
theorem orbitals_orthonormal {a b : ι → ℝ} (hab : ∀ i, a i * b i = 0)
    (ha : ∑ i, a i ^ 2 = 1) (hb : ∑ i, b i ^ 2 = 1) :
    ∑ i, gerade a b i * gerade a b i = 1 ∧ ∑ i, ungerade a b i * ungerade a b i = 1 ∧
      ∑ i, gerade a b i * ungerade a b i = 0 := by
  have hs : ∑ i, (a i ^ 2 + b i ^ 2) / 2 = 1 := by
    rw [← Finset.sum_div, Finset.sum_add_distrib, ha, hb]
    norm_num
  refine ⟨?_, ?_, ?_⟩
  · rw [← hs]
    exact Finset.sum_congr rfl fun i _ => (orbital_densities (hab i)).1
  · rw [← hs]
    exact Finset.sum_congr rfl fun i _ => (orbital_densities (hab i)).2
  · have e : ∀ i, gerade a b i * ungerade a b i = (a i ^ 2 - b i ^ 2) / 2 := by
      intro i
      simp only [gerade, ungerade, half_mul]
      ring
    rw [Finset.sum_congr rfl fun i _ => e i, ← Finset.sum_div, Finset.sum_sub_distrib, ha, hb]
    norm_num
```

On the diagonal the pair function now factorises:

$$\Psi(i,i)=c_0g_i^2+c_1u_i^2=(c_0+c_1)\,\frac{a_i^2+b_i^2}{2}.$$

Squaring produces $a_i^4+2a_i^2b_i^2+b_i^4$, whose middle term vanishes, and the sum is

$$\sum_i\Psi(i,i)^2=(c_0+c_1)^2S .$$

The proof compares the sums term by term; its `linear_combination` removes the middle term. Normalisation is not used.

```lean
/-- For `a` and `b` with disjoint supports, the on-top sum of `c₀ gg + c₁ uu` is
`(c₀ + c₁)² ∑ (a⁴ + b⁴)/4`. -/
theorem onTop_pairState {a b : ι → ℝ} (hab : ∀ i, a i * b i = 0) (c : Fin 2 → ℝ) :
    onTop (pairState a b c) = (c 0 + c 1) ^ 2 * ((∑ i, (a i ^ 4 + b i ^ 4)) / 4) := by
  unfold onTop pairState
  rw [Finset.sum_div, Finset.mul_sum]
  refine Finset.sum_congr rfl fun i _ => ?_
  rw [(orbital_densities (hab i)).1, (orbital_densities (hab i)).2]
  linear_combination (c 0 + c 1) ^ 2 / 2 * (a i * b i) * hab i
```

## The minimum energy

For a normalised vector $d$, set $x=d_0^2-d_1^2$ and $y=2d_0d_1$. Then $x^2+y^2=(d_0^2+d_1^2)^2=1$ and $E(d)=-(\Delta x-Ky)$. From

$$(\Delta x-Ky)^2+(\Delta y+Kx)^2=(K^2+\Delta^2)(x^2+y^2)=R^2$$

it follows that $|\Delta x-Ky|\le R$, and so $E(d)\ge-R$.

The candidate attains this bound. By construction $\cos2\theta=\Delta/R$, and $K>0$ gives $\sin2\theta=\sqrt{1-\Delta^2/R^2}=K/R$. Its values are $x=\cos2\theta$ and $y=-\sin2\theta$, hence

$$E=-\Delta\,\frac{\Delta}{R}-K\,\frac{K}{R}=-R .$$

In the proof, `hcos` and `hsin` are the two doubled-angle values, `hE` is the energy of the candidate, and `hid` is the identity behind the lower bound.

```lean
omit [Fintype ι] in
/-- For `K > 0` the state `cos θ gg - sin θ uu`, with `θ` the mixing angle, is a ground state,
and its energy is `-√(K² + Δ²)`. -/
theorem isGround_mixingAngle {K : ℝ} (hK : 0 < K) (Δ : ℝ) :
    IsGround K Δ ![Real.cos (mixingAngle K Δ), -Real.sin (mixingAngle K Δ)] ∧
      energy K Δ ![Real.cos (mixingAngle K Δ), -Real.sin (mixingAngle K Δ)]
        = -√(K ^ 2 + Δ ^ 2) := by
  have hR := root_pos hK Δ
  have hR2 := root_sq K Δ
  have hne : K ^ 2 + Δ ^ 2 ≠ 0 := by positivity
  have hθ : 2 * mixingAngle K Δ = Real.arccos (Δ / √(K ^ 2 + Δ ^ 2)) := by
    unfold mixingAngle
    ring
  have habs : |Δ| ≤ √(K ^ 2 + Δ ^ 2) := Real.abs_le_sqrt (by nlinarith [sq_nonneg K])
  -- the doubled angle has cosine Δ/R and sine K/R
  have hcos : Real.cos (2 * mixingAngle K Δ) = Δ / √(K ^ 2 + Δ ^ 2) := by
    rw [hθ]
    apply Real.cos_arccos
    · rw [le_div_iff₀ hR]
      linarith [(abs_le.1 habs).1]
    · rw [div_le_iff₀ hR]
      linarith [(abs_le.1 habs).2]
  have hsin : Real.sin (2 * mixingAngle K Δ) = K / √(K ^ 2 + Δ ^ 2) := by
    have e : 1 - (Δ / √(K ^ 2 + Δ ^ 2)) ^ 2 = (K / √(K ^ 2 + Δ ^ 2)) ^ 2 := by
      rw [div_pow, div_pow, hR2, eq_div_iff hne, sub_mul, div_mul_cancel₀ _ hne]
      ring
    rw [hθ, Real.sin_arccos, e, Real.sqrt_sq (by positivity)]
  rw [Real.cos_two_mul] at hcos
  rw [Real.sin_two_mul] at hsin
  have hp := Real.sin_sq_add_cos_sq (mixingAngle K Δ)
  have e : Δ * (Δ / √(K ^ 2 + Δ ^ 2)) + K * (K / √(K ^ 2 + Δ ^ 2)) = √(K ^ 2 + Δ ^ 2) := by
    rw [← mul_div_assoc, ← mul_div_assoc, ← add_div, div_eq_iff hR.ne']
    linear_combination -hR2
  have hE : energy K Δ ![Real.cos (mixingAngle K Δ), -Real.sin (mixingAngle K Δ)]
      = -√(K ^ 2 + Δ ^ 2) := by
    rw [energy_eq]
    simp only [Matrix.cons_val_zero, Matrix.cons_val_one]
    linear_combination -Δ * hcos - K * hsin - e + Δ * hp
  refine ⟨⟨?_, fun d hd => ?_⟩, hE⟩
  · simp only [Matrix.cons_val_zero, Matrix.cons_val_one]
    linear_combination hp
  · -- Cauchy-Schwarz in the doubled angle bounds every energy from below
    rw [hE, energy_eq]
    have hb : |Δ * (d 0 ^ 2 - d 1 ^ 2) - K * (2 * d 0 * d 1)| ≤ √(K ^ 2 + Δ ^ 2) := by
      apply Real.abs_le_sqrt
      have hid : (Δ * (d 0 ^ 2 - d 1 ^ 2) - K * (2 * d 0 * d 1)) ^ 2
          + (Δ * (2 * d 0 * d 1) + K * (d 0 ^ 2 - d 1 ^ 2)) ^ 2 = K ^ 2 + Δ ^ 2 := by
        linear_combination (K ^ 2 + Δ ^ 2) * (d 0 ^ 2 + d 1 ^ 2 + 1) * hd
      linarith [sq_nonneg (Δ * (2 * d 0 * d 1) + K * (d 0 ^ 2 - d 1 ^ 2))]
    linarith [(abs_le.1 hb).2]
```

## The coefficients of every ground state

Let $c$ be any ground state, now with $x=c_0^2-c_1^2$ and $y=2c_0c_1$. Its energy is at most that of the candidate, so $\Delta x-Ky\ge R$. Expanding two squares and using $x^2+y^2=1$ gives

$$(Rx-\Delta)^2+(Ry+K)^2=2R^2-2R(\Delta x-Ky)=-2R(\Delta x-Ky-R)\le0 .$$

Both squares must vanish. The second one yields

$$2c_0c_1=-\frac KR .$$

The inequality is `hm`, the identity is `hid`, and `hz` states that the second square is zero. The result fixes the product of the coefficients and leaves the overall sign of $c$ free.

```lean
omit [Fintype ι] in
/-- For `K > 0` the coefficients of every ground state satisfy `2 c₀ c₁ = -K/√(K² + Δ²)`. -/
theorem ground_coefficients {K Δ : ℝ} (hK : 0 < K) {c : Fin 2 → ℝ} (hc : IsGround K Δ c) :
    2 * c 0 * c 1 = -(K / √(K ^ 2 + Δ ^ 2)) := by
  have hR := root_pos hK Δ
  have hR2 := root_sq K Δ
  obtain ⟨hg, hE⟩ := isGround_mixingAngle hK Δ
  have hle := hc.2 _ hg.1
  rw [hE, energy_eq] at hle
  have hn := hc.1
  generalize √(K ^ 2 + Δ ^ 2) = R at *
  have hm : 0 ≤ R * (Δ * (c 0 ^ 2 - c 1 ^ 2) - K * (2 * c 0 * c 1) - R) :=
    mul_nonneg hR.le (by linarith)
  -- minimal energy makes a sum of two squares nonpositive
  have hid : (R * (c 0 ^ 2 - c 1 ^ 2) - Δ) ^ 2 + (R * (2 * c 0 * c 1) + K) ^ 2
      = -2 * (R * (Δ * (c 0 ^ 2 - c 1 ^ 2) - K * (2 * c 0 * c 1) - R)) := by
    linear_combination R ^ 2 * (c 0 ^ 2 + c 1 ^ 2 + 1) * hn - hR2
  have hz : (R * (2 * c 0 * c 1) + K) ^ 2 = 0 :=
    le_antisymm (by linarith [sq_nonneg (R * (c 0 ^ 2 - c 1 ^ 2) - Δ)]) (sq_nonneg _)
  have h0 := (pow_eq_zero_iff two_ne_zero).1 hz
  rw [← neg_div, eq_div_iff hR.ne']
  linear_combination h0
```

## The on-top sum and its limit

Normalisation turns the product into the required square:

$$(c_0+c_1)^2=1+2c_0c_1=1-\frac KR .$$

Inserting this into $(c_0+c_1)^2S$ gives the stated formula. It applies to every vector satisfying `IsGround K Δ c`, including the explicit one with angle $\theta$.

```lean
/-- For `K > 0` and `a`, `b` with disjoint supports, every ground state has the on-top sum
`(1 - K/√(K² + Δ²)) ∑ (a⁴ + b⁴)/4`. -/
theorem onTop_ground {a b : ι → ℝ} (hab : ∀ i, a i * b i = 0) {K Δ : ℝ} (hK : 0 < K)
    {c : Fin 2 → ℝ} (hc : IsGround K Δ c) :
    onTop (pairState a b c)
      = (1 - K / √(K ^ 2 + Δ ^ 2)) * ((∑ i, (a i ^ 4 + b i ^ 4)) / 4) := by
  have h : (c 0 + c 1) ^ 2 = 1 - K / √(K ^ 2 + Δ ^ 2) := by
    linear_combination hc.1 + ground_coefficients hK hc
  rw [onTop_pairState hab, h]
```

For the limit, choose a ground state $c(\Delta)$ for each $\Delta$. The choice need not be continuous, because the on-top sum does not depend on it. The function $(1-K/\sqrt{K^2+\Delta^2})\,S$ is continuous, as its denominator never vanishes, and at $\Delta=0$ it equals $(1-K/K)\,S=0$.

The proof establishes continuity in `hcont` and the value at zero in `h0`, then transfers the limit to the on-top sum through the formula. `Tendsto … (𝓝 0) (𝓝 0)` allows $\Delta$ to approach zero from both sides. Assuming only $K\ge0$ would not be enough: at $K=0$ and $\Delta\neq0$ the ground state is $gg$ or $uu$ up to sign, and its on-top sum stays at $S$.

The atomic orbitals and $K$ stay fixed throughout. In a real molecule they change with the bond length, and the orbital tails overlap.

```lean
/-- For fixed `K > 0` and `a`, `b` with disjoint supports, the on-top sum of the ground state
tends to zero as `Δ` tends to zero. -/
theorem onTop_ground_tendsto {a b : ι → ℝ} (hab : ∀ i, a i * b i = 0) {K : ℝ} (hK : 0 < K)
    {c : ℝ → Fin 2 → ℝ} (hc : ∀ Δ, IsGround K Δ (c Δ)) :
    Tendsto (fun Δ => onTop (pairState a b (c Δ))) (𝓝 0) (𝓝 0) := by
  have hcont : Continuous fun Δ : ℝ =>
      (1 - K / √(K ^ 2 + Δ ^ 2)) * ((∑ i, (a i ^ 4 + b i ^ 4)) / 4) :=
    (continuous_const.sub (continuous_const.div (by fun_prop)
      fun Δ => (root_pos hK Δ).ne')).mul continuous_const
  have h0 : (1 - K / √(K ^ 2 + (0 : ℝ) ^ 2)) * ((∑ i, (a i ^ 4 + b i ^ 4)) / 4) = 0 := by
    rw [show K ^ 2 + (0 : ℝ) ^ 2 = K ^ 2 by ring, Real.sqrt_sq hK.le, div_self hK.ne']
    ring
  have ht : Tendsto (fun Δ : ℝ =>
      (1 - K / √(K ^ 2 + Δ ^ 2)) * ((∑ i, (a i ^ 4 + b i ^ 4)) / 4)) (𝓝 0)
      (𝓝 ((1 - K / √(K ^ 2 + (0 : ℝ) ^ 2)) * ((∑ i, (a i ^ 4 + b i ^ 4)) / 4))) :=
    hcont.tendsto 0
  rw [h0] at ht
  exact ht.congr fun Δ => (onTop_ground hab hK (hc Δ)).symm
```

## The single configuration keeps its on-top sum

The configuration $gg$ has $c=(1,0)$, so $(c_0+c_1)^2=1$ and its on-top sum is $S$. Since $\sum_i a_i^2=1$, some $a_i$ is nonzero; that point contributes $a_i^4>0$, and no other term is negative. Hence $S>0$. The proof extracts such a grid point from the normalisation of $a$; that of $b$ is not needed.

```lean
/-- For `a` normalised and `b` with support disjoint from that of `a`, the single
configuration `gg` has the on-top sum `∑ (a⁴ + b⁴)/4`, which is positive. -/
theorem onTop_gg {a b : ι → ℝ} (hab : ∀ i, a i * b i = 0) (ha : ∑ i, a i ^ 2 = 1) :
    onTop (pairState a b ![1, 0]) = (∑ i, (a i ^ 4 + b i ^ 4)) / 4 ∧
      0 < onTop (pairState a b ![1, 0]) := by
  have h : onTop (pairState a b ![1, 0]) = (∑ i, (a i ^ 4 + b i ^ 4)) / 4 := by
    rw [onTop_pairState hab]
    simp only [Matrix.cons_val_zero, Matrix.cons_val_one]
    ring
  refine ⟨h, ?_⟩
  rw [h]
  -- a normalised orbital is nonzero at some grid point
  obtain ⟨i, hi, hne⟩ := Finset.exists_ne_zero_of_sum_ne_zero (ha.trans_ne one_ne_zero)
  have hai : a i ≠ 0 := fun h0 => hne (by rw [h0]; norm_num)
  have hpos : 0 < ∑ i, (a i ^ 4 + b i ^ 4) :=
    Finset.sum_pos' (fun j _ => by positivity) ⟨i, hi, by positivity⟩
  linarith
```

## The covalent function at equal configuration energies

At $\Delta=0$ the root is $R=K$, so $2c_0c_1=-1$ and $(c_0+c_1)^2=0$. Therefore $c_1=-c_0$ and $c_0^2=\tfrac12$. The pair function becomes

$$\Psi(i,j)=c_0\,(g_ig_j-u_iu_j)=c_0\,(a_ib_j+b_ia_j).$$

This is the covalent function, with one electron in each atomic orbital. The ionic terms $a_ia_j$ and $b_ib_j$, which $gg$ contains with the same weight as the covalent ones, have cancelled. This cancellation is pure algebra and does not require disjoint supports; when the supports are disjoint, $\Psi(i,i)=2c_0a_ib_i=0$ at every grid point.

```lean
omit [Fintype ι] in
/-- At `Δ = 0` and `K > 0` every ground state is the covalent function `c₀ (ab + ba)`
with `c₀² = 1/2`. -/
theorem ground_covalent (a b : ι → ℝ) {K : ℝ} (hK : 0 < K) {c : Fin 2 → ℝ}
    (hc : IsGround K 0 c) :
    c 0 ^ 2 = 1 / 2 ∧ ∀ i j, pairState a b c i j = c 0 * (a i * b j + b i * a j) := by
  have h := ground_coefficients hK hc
  rw [show K ^ 2 + (0 : ℝ) ^ 2 = K ^ 2 by ring, Real.sqrt_sq hK.le, div_self hK.ne'] at h
  have hz : (c 0 + c 1) ^ 2 = 0 := by linear_combination hc.1 + h
  have hs := (pow_eq_zero_iff two_ne_zero).1 hz
  have h1 : c 1 = -c 0 := by linarith
  refine ⟨?_, fun i j => ?_⟩
  · have hn := hc.1
    rw [h1] at hn
    linarith [neg_sq (c 0)]
  · simp only [pairState, gerade, ungerade, half_mul, h1]
    ring

end

end OnTopPairDensity
```

```lean
#print axioms OnTopPairDensity.orbitals_orthonormal
#print axioms OnTopPairDensity.onTop_ground_tendsto
#print axioms OnTopPairDensity.onTop_gg
#print axioms OnTopPairDensity.ground_covalent
```

```
'OnTopPairDensity.orbitals_orthonormal' depends on axioms: [propext, Classical.choice, Quot.sound]
'OnTopPairDensity.onTop_ground_tendsto' depends on axioms: [propext, Classical.choice, Quot.sound]
'OnTopPairDensity.onTop_gg' depends on axioms: [propext, Classical.choice, Quot.sound]
'OnTopPairDensity.ground_covalent' depends on axioms: [propext, Classical.choice, Quot.sound]
```
